# Gaussian smearing turns a polynomial potential into a finite derivative series

Let \(V\) be a real polynomial, \(Z\) a standard normal variable and \(s\ge 0\); then the potential felt on average by a particle spread around \(x\) with Gaussian variance \(s\) is

\[
W(x,s)=\mathbb E\big[V(x+\sqrt s\,Z)\big]=\sum_{0\le k\le \deg V/2}\frac{(s/2)^k\,V^{(2k)}(x)}{k!}.
\]

For \(V=x^4\) the sum is \(x^4+6sx^2+3s^2\).

```lean
import Mathlib

open Polynomial MeasureTheory

namespace GaussianSmearing

noncomputable section

/-- The expectation of `f(Z)` for a standard normal variable `Z`, written with its density. -/
def gaussAvg (f : ℝ → ℝ) : ℝ :=
  (√(2 * Real.pi))⁻¹ * ∫ z : ℝ, f z * Real.exp (-z ^ 2 / 2)

/-- The potential `V` smeared around `x` by Gaussian fluctuations of variance `s ≥ 0`. -/
def smeared (V : ℝ[X]) (x s : ℝ) : ℝ :=
  gaussAvg fun z => V.eval (x + √s * z)

/-- Every power of the displacement is integrable against the Gaussian weight. -/
theorem integrable_pow_gauss (n : ℕ) :
    Integrable fun z : ℝ => z ^ n * Real.exp (-z ^ 2 / 2) := by
  have hn : (-1 : ℝ) < n := by
    have := n.cast_nonneg (α := ℝ)
    linarith
  have h := integrable_rpow_mul_exp_neg_mul_sq (b := 1 / 2) (by norm_num) hn
  have e : ∀ z : ℝ, -(1 / 2 : ℝ) * z ^ 2 = -z ^ 2 / 2 := fun z => by ring
  simpa only [Real.rpow_natCast, e] using h

/-- Integration by parts relates successive Gaussian moments:
`E[Z^(n+2)] = (n+1) E[Z^n]`. -/
theorem moment_step (n : ℕ) :
    gaussAvg (fun z => z ^ (n + 2)) = (n + 1) * gaussAvg (fun z => z ^ n) := by
  have hd : ∀ z : ℝ, HasDerivAt (fun z : ℝ => z ^ (n + 1) * Real.exp (-z ^ 2 / 2))
      (((n : ℝ) + 1) * (z ^ n * Real.exp (-z ^ 2 / 2))
        - z ^ (n + 2) * Real.exp (-z ^ 2 / 2)) z := by
    intro z
    have h : HasDerivAt (fun z : ℝ => -z ^ 2 / 2) (-z) z :=
      ((hasDerivAt_pow 2 z).fun_neg.div_const 2).congr_deriv (by norm_num; ring)
    refine ((hasDerivAt_pow (n + 1) z).fun_mul h.exp).congr_deriv ?_
    simp only [Nat.add_sub_cancel, Nat.cast_add, Nat.cast_one]
    ring
  -- the integral of a total derivative vanishes
  have h0 := integral_eq_zero_of_hasDerivAt_of_integrable hd
    (((integrable_pow_gauss n).const_mul _).sub (integrable_pow_gauss (n + 2)))
    (integrable_pow_gauss (n + 1))
  rw [integral_sub ((integrable_pow_gauss n).const_mul _) (integrable_pow_gauss (n + 2)),
    integral_const_mul] at h0
  simp only [gaussAvg]
  linear_combination (-(√(2 * Real.pi))⁻¹) * h0

/-- The Gaussian density is normalised. -/
theorem moment_zero : gaussAvg (fun z => z ^ 0) = 1 := by
  have e : (fun z : ℝ => z ^ 0 * Real.exp (-z ^ 2 / 2))
      = fun z => Real.exp (-(1 / 2) * z ^ 2) := by
    funext z
    rw [pow_zero, one_mul]
    congr 1
    ring
  simp only [gaussAvg]
  rw [e, integral_gaussian, show Real.pi / (1 / 2) = 2 * Real.pi by ring]
  exact inv_mul_cancel₀ (by positivity)

/-- The Gaussian moments: `E[Z^(2k)] = (2k)!/(2^k k!)`, and the odd moments vanish. -/
theorem moments (k : ℕ) :
    gaussAvg (fun z => z ^ (2 * k)) = (2 * k).factorial / (2 ^ k * k.factorial) ∧
      gaussAvg (fun z => z ^ (2 * k + 1)) = 0 := by
  constructor
  · induction k with
    | zero => simpa using moment_zero
    | succ k ih =>
      have hf : ((2 * k + 2).factorial : ℝ)
          = (2 * k + 2) * ((2 * k + 1) * (2 * k).factorial) := by
        rw [Nat.factorial_succ, Nat.factorial_succ]
        push_cast
        ring
      rw [show 2 * (k + 1) = 2 * k + 2 by ring, moment_step, ih, hf, Nat.factorial_succ k]
      push_cast
      rw [mul_div_assoc', div_eq_div_iff (by positivity) (by positivity)]
      ring
  · -- reflection changes the sign of an odd integrand
    have ho : Odd (2 * k + 1) := ⟨k, rfl⟩
    have h := integral_neg_eq_self
      (fun z : ℝ => z ^ (2 * k + 1) * Real.exp (-z ^ 2 / 2)) volume
    simp only [ho.neg_pow, neg_sq, neg_mul, integral_neg] at h
    simp only [gaussAvg]
    rw [show ∫ z : ℝ, z ^ (2 * k + 1) * Real.exp (-z ^ 2 / 2) = 0 by linarith, mul_zero]

/-- The Taylor expansion of a polynomial potential is exact once the number of terms
exceeds its degree. -/
theorem taylor_expansion (V : ℝ[X]) (x h : ℝ) {n : ℕ} (hn : V.natDegree < n) :
    V.eval (x + h) =
      ∑ j ∈ Finset.range n, (derivative^[j] V).eval x / j.factorial * h ^ j := by
  rw [add_comm x h, ← taylor_eval, eval_eq_sum_range' (n := n) (by rwa [natDegree_taylor])]
  refine Finset.sum_congr rfl fun j _ => ?_
  have e : derivative^[j] V = j.factorial • hasseDeriv j V := by
    rw [← factorial_smul_hasseDeriv]
    rfl
  have hj : (j.factorial : ℝ) ≠ 0 := by positivity
  rw [taylor_coeff, e, nsmul_eq_mul, eval_mul, eval_natCast, mul_div_cancel_left₀ _ hj]

/-- The derivative series of the smeared potential for `s ≥ 0`, with any cutoff `N`
such that `2N` exceeds the degree of `V`. -/
theorem smeared_eq_sum_of_lt (V : ℝ[X]) (x : ℝ) {s : ℝ} (hs : 0 ≤ s) {N : ℕ}
    (hN : V.natDegree < 2 * N) :
    smeared V x s =
      ∑ k ∈ Finset.range N, (s / 2) ^ k * (derivative^[2 * k] V).eval x / k.factorial := by
  have havg : ∀ (a : ℕ → ℝ) (n : ℕ), gaussAvg (fun z => ∑ j ∈ Finset.range n, a j * z ^ j)
      = ∑ j ∈ Finset.range n, a j * gaussAvg (fun z => z ^ j) := by
    intro a n
    simp only [gaussAvg, Finset.sum_mul, mul_assoc]
    rw [MeasureTheory.integral_finsetSum _ (fun j _ => (integrable_pow_gauss j).const_mul _)]
    simp only [integral_const_mul, Finset.mul_sum]
    exact Finset.sum_congr rfl fun j _ => by ring
  have hsplit : ∀ (a : ℕ → ℝ) (n : ℕ), ∑ j ∈ Finset.range (2 * n), a j
      = ∑ k ∈ Finset.range n, (a (2 * k) + a (2 * k + 1)) := by
    intro a n
    induction n with
    | zero => simp
    | succ n ih =>
      rw [show 2 * (n + 1) = 2 * n + 1 + 1 by ring]
      simp only [Finset.sum_range_succ, ih]
      ring
  have e : ∀ z : ℝ, V.eval (x + √s * z) = ∑ j ∈ Finset.range (2 * N),
      ((derivative^[j] V).eval x / j.factorial * √s ^ j) * z ^ j := by
    intro z
    rw [taylor_expansion V x _ hN]
    exact Finset.sum_congr rfl fun j _ => by ring
  simp only [smeared, e]
  rw [havg, hsplit]
  -- only the even moments survive
  refine Finset.sum_congr rfl fun k _ => ?_
  rw [(moments k).2, mul_zero, add_zero, (moments k).1, pow_mul, Real.sq_sqrt hs, div_pow]
  have h1 : ((2 * k).factorial : ℝ) ≠ 0 := by positivity
  have h2 : (k.factorial : ℝ) ≠ 0 := by positivity
  field_simp

/-- For a polynomial potential and variance `s ≥ 0`, Gaussian smearing equals the finite
sum of `(s/2)^k V^(2k)(x)/k!` over `k ≤ deg V / 2`. -/
theorem smeared_eq_sum (V : ℝ[X]) (x : ℝ) {s : ℝ} (hs : 0 ≤ s) :
    smeared V x s = ∑ k ∈ Finset.range (V.natDegree / 2 + 1),
      (s / 2) ^ k * (derivative^[2 * k] V).eval x / k.factorial :=
  smeared_eq_sum_of_lt V x hs (by omega)

/-- The smeared quartic potential is `x⁴ + 6 s x² + 3 s²` for `s ≥ 0`. -/
theorem smeared_quartic (x : ℝ) {s : ℝ} (hs : 0 ≤ s) :
    smeared (X ^ 4) x s = x ^ 4 + 6 * s * x ^ 2 + 3 * s ^ 2 := by
  rw [smeared_eq_sum_of_lt (X ^ 4) x hs (N := 3) (by rw [natDegree_X_pow]; norm_num)]
  simp only [Finset.sum_range_succ, Finset.sum_range_zero,
    iterate_derivative_X_pow_eq_natCast_mul, eval_mul, eval_natCast, eval_pow, eval_X]
  norm_num [Nat.descFactorial, Nat.factorial]
  ring

/-- For `s ≥ 0`, the position derivative of the smeared potential is the smeared
derivative of the potential. -/
theorem hasDerivAt_position (V : ℝ[X]) (x : ℝ) {s : ℝ} (hs : 0 ≤ s) :
    HasDerivAt (fun y => smeared V y s) (smeared (derivative V) x s) x := by
  have hN : V.natDegree < 2 * (V.natDegree + 1) := by omega
  have hN' : (derivative V).natDegree < 2 * (V.natDegree + 1) := by
    have := natDegree_derivative_le V
    omega
  rw [funext fun y => smeared_eq_sum_of_lt V y hs hN, smeared_eq_sum_of_lt _ x hs hN']
  refine HasDerivAt.fun_sum fun k _ => ?_
  have e : derivative^[2 * k] (derivative V) = derivative (derivative^[2 * k] V) :=
    (Function.iterate_succ_apply _ _ _).symm.trans (Function.iterate_succ_apply' _ _ _)
  rw [e]
  exact (((derivative^[2 * k] V).hasDerivAt x).const_mul _).div_const _

/-- For `s > 0`, the smeared potential obeys the heat equation `∂W/∂s = ½ ∂²W/∂x²`. -/
theorem heat_equation (V : ℝ[X]) (x : ℝ) {s : ℝ} (hs : 0 < s) :
    HasDerivAt (fun t => smeared V x t)
      (1 / 2 * deriv (deriv fun y => smeared V y s) x) s := by
  have hx : deriv (fun y => smeared V y s) = fun y => smeared (derivative V) y s :=
    funext fun y => (hasDerivAt_position V y hs.le).deriv
  rw [hx, (hasDerivAt_position (derivative V) x hs.le).deriv]
  have hN : (derivative (derivative V)).natDegree < 2 * (V.natDegree + 1) := by
    have h1 := natDegree_derivative_le V
    have h2 := natDegree_derivative_le (derivative V)
    omega
  -- differentiate the finite series and shift the summation index
  have hsum : HasDerivAt (fun t : ℝ => ∑ k ∈ Finset.range (V.natDegree + 1 + 1),
      (t / 2) ^ k * (derivative^[2 * k] V).eval x / k.factorial)
      (∑ k ∈ Finset.range (V.natDegree + 1 + 1), ((k : ℝ) * (s / 2) ^ (k - 1) * (1 / 2))
        * (derivative^[2 * k] V).eval x / k.factorial) s :=
    HasDerivAt.fun_sum fun k _ =>
      ((((hasDerivAt_id' s).div_const 2).fun_pow k).mul_const _).div_const _
  refine (hsum.congr_of_eventuallyEq ?_).congr_deriv ?_
  · filter_upwards [Ioi_mem_nhds hs] with t ht
    exact smeared_eq_sum_of_lt V x (le_of_lt ht) (by omega)
  · rw [smeared_eq_sum_of_lt _ x hs.le hN, Finset.sum_range_succ', Finset.mul_sum]
    simp only [Nat.cast_zero, zero_mul, zero_div, add_zero]
    refine Finset.sum_congr rfl fun k _ => ?_
    have e : derivative^[2 * (k + 1)] V
        = derivative^[2 * k] (derivative (derivative V)) := rfl
    rw [e, Nat.add_sub_cancel, Nat.factorial_succ]
    push_cast
    field_simp

/-- Gaussian smearing never lowers a convex polynomial potential. -/
theorem le_smeared_of_convex (V : ℝ[X]) (hV : ConvexOn ℝ Set.univ fun y => V.eval y)
    (x s : ℝ) : V.eval x ≤ smeared V x s := by
  obtain ⟨g, hg⟩ : ∃ g : ℝ → ℝ,
      g = fun z => V.eval (x + √s * z) * Real.exp (-z ^ 2 / 2) := ⟨_, rfl⟩
  have hi : Integrable g := by
    have e : g = fun z => ∑ j ∈ Finset.range (V.natDegree + 1),
        ((derivative^[j] V).eval x / j.factorial * √s ^ j)
          * (z ^ j * Real.exp (-z ^ 2 / 2)) := by
      rw [hg]
      funext z
      rw [taylor_expansion V x _ (Nat.lt_succ_self _), Finset.sum_mul]
      exact Finset.sum_congr rfl fun j _ => by ring
    rw [e]
    exact MeasureTheory.integrable_finsetSum _ fun j _ => (integrable_pow_gauss j).const_mul _
  -- average the midpoint inequality over opposite displacements
  have hm : ∫ z : ℝ, V.eval x * (z ^ 0 * Real.exp (-z ^ 2 / 2))
      ≤ ∫ z : ℝ, (1 / 2 * g z + 1 / 2 * g (-z)) := by
    refine integral_mono ((integrable_pow_gauss 0).const_mul _)
      ((hi.const_mul _).add (hi.comp_neg.const_mul _)) ?_
    intro z
    have hc := hV.2 (Set.mem_univ (x + √s * z)) (Set.mem_univ (x + √s * (-z)))
      (by norm_num : (0 : ℝ) ≤ 1 / 2) (by norm_num : (0 : ℝ) ≤ 1 / 2) (by norm_num)
    simp only [smul_eq_mul] at hc
    rw [show 1 / 2 * (x + √s * z) + 1 / 2 * (x + √s * (-z)) = x by ring] at hc
    have hp := mul_le_mul_of_nonneg_right hc (Real.exp_pos (-z ^ 2 / 2)).le
    simp only [hg, neg_sq, pow_zero, one_mul]
    linarith
  rw [integral_const_mul, integral_add (hi.const_mul _) (hi.comp_neg.const_mul _),
    integral_const_mul, integral_const_mul, integral_neg_eq_self g volume] at hm
  have h0 := moment_zero
  simp only [gaussAvg] at h0
  calc V.eval x = (√(2 * Real.pi))⁻¹
        * (V.eval x * ∫ z : ℝ, z ^ 0 * Real.exp (-z ^ 2 / 2)) := by
        linear_combination (-(V.eval x)) * h0
    _ ≤ (√(2 * Real.pi))⁻¹ * ∫ z : ℝ, g z :=
        mul_le_mul_of_nonneg_left (by linarith) (by positivity)
    _ = smeared V x s := by rw [hg]; rfl

end

end GaussianSmearing
```

## The average and its series in Lean

One way to include the spread of a quantum particle in a classical description is to average the potential over that spread. `gaussAvg f` is this average for a unit-variance displacement, written as an integral with the density \(e^{-z^2/2}/\sqrt{2\pi}\). `smeared V x s` is \(W(x,s)\). Its last argument is the variance, not the standard deviation.

The potential has type `ℝ[X]`, a polynomial with real coefficients, and `V.eval x` is its value at \(x\). The expression `derivative^[2 * k] V` is the derivative of order \(2k\). In `smeared_eq_sum` the index runs over `Finset.range (V.natDegree / 2 + 1)`, that is, from \(0\) to \(\deg V/2\) rounded down.

Three further theorems describe \(W\):

- `hasDerivAt_position`: at fixed \(s\ge0\), \(\partial W/\partial x\) is the smeared \(V'\). The mean force is therefore the force of the mean potential.
- `heat_equation`: for \(s>0\), \(\partial W/\partial s=\tfrac12\,\partial^2W/\partial x^2\).
- `le_smeared_of_convex`: if \(V\) is convex on the whole line, then \(V(x)\le W(x,s)\).

The last theorem has no sign condition on \(s\), because Lean sets \(\sqrt s=0\) for negative \(s\) and the inequality becomes an equality.

## Quantum spread about a path centroid

In the path-integral picture, a particle in thermal equilibrium is a closed path in imaginary time, or a ring polymer after discretisation. If \(x\) is the centroid of the path, \(W(x,s)\) is the potential averaged over Gaussian fluctuations around it. For the continuous path of a free particle of mass \(m\) at inverse temperature \(\beta\), their variance at each imaginary time is \(s=\beta\hbar^2/(12m)\), and the \(k=1\) term becomes the familiar quantum correction \(\beta\hbar^2V''(x)/(24m)\).

The theorems take the Gaussian shape and the value of \(s\) as given. In a general anharmonic potential the fluctuations about the centroid are not exactly Gaussian, and using \(W\) with the free-particle variance as an effective classical potential is an approximation. Within that approximation, the series supplies the smeared potential of an effective classical simulation without numerical quadrature, for one coordinate and a polynomial potential. The convexity inequality compares the two potentials point by point; by itself it does not bound the quantum free energy.

## From Gaussian moments to the series

Write \(m_n=\mathbb E[Z^n]\). The product rule gives

\[
\frac{d}{dz}\Big(z^{n+1}e^{-z^2/2}\Big)=(n+1)z^ne^{-z^2/2}-z^{n+2}e^{-z^2/2}.
\]

The left side integrates to zero over the line, so \(m_{n+2}=(n+1)m_n\). This is `moment_step`. The Gaussian integral gives \(m_0=1\) (`moment_zero`), and induction gives \(m_{2k}=(2k)!/(2^kk!)\), since

\[
(2k+1)\frac{(2k)!}{2^kk!}=\frac{(2k+2)(2k+1)(2k)!}{2(k+1)\,2^kk!}=\frac{(2k+2)!}{2^{k+1}(k+1)!}.
\]

The substitution \(z\to-z\) changes the sign of an odd integrand, so \(m_{2k+1}=0\). Both results are in `moments`.

Now choose \(N\) with \(2N>\deg V\). The Taylor expansion of a polynomial terminates:

\[
V(x+\sqrt s\,z)=\sum_{j=0}^{2N-1}\frac{V^{(j)}(x)}{j!}\,s^{j/2}z^j.
\]

`taylor_expansion` obtains this from Mathlib's shifted polynomial, whose coefficients are the derivatives divided by \(j!\). Averaging term by term replaces \(z^j\) by \(m_j\). The odd terms vanish, and the term \(j=2k\) becomes

\[
\frac{V^{(2k)}(x)}{(2k)!}\,s^k\,\frac{(2k)!}{2^kk!}=\frac{(s/2)^kV^{(2k)}(x)}{k!}.
\]

In `smeared_eq_sum_of_lt`, `havg` exchanges sum and average, `hsplit` groups the terms into even–odd pairs, and `field_simp` cancels the factorials. `smeared_eq_sum` then takes the shortest general cutoff. For the quartic, \(V''=12x^2\) and \(V^{(4)}=24\), so the three terms are \(x^4\), \((s/2)\,12x^2=6sx^2\) and \((s/2)^2\,24/2=3s^2\).

The position derivative follows by differentiating each term in \(x\), with one cutoff long enough for both \(V\) and \(V'\). For the heat equation, the \(k=0\) term does not depend on \(s\), and for \(k\ge1\)

\[
\frac{\partial}{\partial s}\frac{(s/2)^k}{k!}=\frac12\,\frac{(s/2)^{k-1}}{(k-1)!}.
\]

Shifting the index by one leaves half the series for \(V''\), which is \(\tfrac12\,\partial^2W/\partial x^2\). In Lean, `Finset.sum_range_succ'` splits off the constant term and performs the shift. Since \(s>0\), the series also holds throughout a neighbourhood of \(s\), as the derivative requires.

For convex \(V\), the point \(x\) is the midpoint of \(x\pm\sqrt s\,z\), hence

\[
V(x)\le\tfrac12V(x+\sqrt s\,z)+\tfrac12V(x-\sqrt s\,z).
\]

Multiply by the Gaussian density and integrate. By reflection the two terms on the right have equal averages, and together they give \(W(x,s)\). The proof forms this inequality in `hc`, integrates it with `integral_mono`, and merges the two halves with `integral_neg_eq_self`.

## Integration by parts without boundary terms

The moment recursion rests on the Mathlib lemma `integral_eq_zero_of_hasDerivAt_of_integrable`. It says that if \(f\) has derivative \(f'\) everywhere, and both \(f\) and \(f'\) are integrable on the line, then \(\int f'=0\). No limits at infinity have to be computed: integrability of \(f'\) makes \(f\) converge at both ends, and integrability of \(f\) forces those limits to be zero.

Here \(f=z^{n+1}e^{-z^2/2}\). The derivative formula is `hd`, and `integrable_pow_gauss` supplies integrability for the powers \(n\), \(n+1\) and \(n+2\). The resulting equation `h0` needs only the normalising factor to become the recursion, which `linear_combination` provides.

## A quartic well and a double-well barrier at variance one half

Take \(V=x^4\), \(x=1\) and \(s=\tfrac12\). The series gives

\[
W=1+6\cdot\tfrac12+3\cdot\tfrac14=4.75,
\]

compared with \(V(1)=1\). Stopping after the second-derivative term would give \(4\). The heat equation can be checked at the same point: \(\partial W/\partial s=6x^2+6s=9\), and \(\tfrac12\,\partial^2W/\partial x^2=\tfrac12(12x^2+12s)=9\).

For the double well \(V=x^4-2x^2\), the barrier top at \(x=0\) has \(V(0)=0\), while \(W(0,s)=3s^2-2s=-0.25\) at \(s=\tfrac12\). Smearing lowers the potential at this point, so the inequality \(V\le W\) does not hold for every polynomial. At this variance \(W=x^4+x^2-\tfrac14\), which has a single minimum at \(x=0\): the barrier has disappeared.

```lean
#print axioms GaussianSmearing.smeared_eq_sum
#print axioms GaussianSmearing.smeared_quartic
#print axioms GaussianSmearing.heat_equation
#print axioms GaussianSmearing.le_smeared_of_convex
```

```
'GaussianSmearing.smeared_eq_sum' depends on axioms: [propext, Classical.choice, Quot.sound]
'GaussianSmearing.smeared_quartic' depends on axioms: [propext, Classical.choice, Quot.sound]
'GaussianSmearing.heat_equation' depends on axioms: [propext, Classical.choice, Quot.sound]
'GaussianSmearing.le_smeared_of_convex' depends on axioms: [propext, Classical.choice, Quot.sound]
```
